# A sum over pair configurations of a function of pair number alone is a binomially weighted sum over pair number

Take `W` levels, finite in number, each either empty or holding one pair, so that a configuration is the set of filled levels. The theorem `sum_card` says that if a real quantity `g` depends only on the number of pairs, its sum over all configurations equals the sum over `k` from 0 to `W` of `g k` times the binomial coefficient "`W` choose `k`". This is pure counting: no Hamiltonian, quantum state or normalisation enters. The attempt takes Mathlib's `sum_powerset_apply_card`, which says the same for the subsets of any finite set, applies it to the set of all levels, and leaves `simpa` to bring the result to the stated form.

Lean 4 with Mathlib refuses this proof:

```lean
import Mathlib

open Finset

namespace DegenerateShellBCS

noncomputable section

variable {W : ℕ}

/-- A sum over configurations is a sum over pair numbers with binomial multiplicity. -/
theorem sum_card (g : ℕ → ℝ) :
    ∑ s : Finset (Fin W), g s.card = ∑ k ∈ range (W + 1), (W.choose k : ℝ) * g k := by
  have h := sum_powerset_apply_card g (univ : Finset (Fin W))
  simpa [nsmul_eq_mul] using h

end

end DegenerateShellBCS
```

Compiling this gives:

```
Main.lean:14:12: error: Function expected at
  sum_powerset_apply_card g
but this term has type
  ∑ m ∈ powerset ?m.29, g #m = ∑ m ∈ range (#?m.29 + 1), (#?m.29).choose m • g m

Note: Expected a function because this term is being applied to the argument
  (univ : Finset (Fin W))
Main.lean:13:84: error: unsolved goals
W : ℕ
g : ℕ → ℝ
⊢ ∑ s, g #s = ∑ k ∈ range (W + 1), ↑(W.choose k) * g k
```

The first message says that `sum_powerset_apply_card g` is already a complete equation, not a function awaiting another argument. The lemma takes the finite set implicitly, shown as the placeholder `?m.29`, so Lean cannot accept `univ` after `g`.

The second message shows the theorem's original goal still open, with no `h` among the hypotheses. It follows from the failed `have` and points to no separate fault in the statement.

The repair drops the extra argument and writes out the type of `h`, with `(univ : Finset (Fin W))` in the places where the lemma has its implicit set. Lean matches the lemma against this type and so finds the set for itself. The final `simpa` is unchanged, and now has the `h` it needs: it simplifies the powerset of `univ` and its cardinality, and `nsmul_eq_mul` turns the natural-number multiple `•` into the real product in the goal.

After these edits no error is left:

```diff
@@ -12,5 +12,7 @@
 theorem sum_card (g : ℕ → ℝ) :
     ∑ s : Finset (Fin W), g s.card = ∑ k ∈ range (W + 1), (W.choose k : ℝ) * g k := by
-  have h := sum_powerset_apply_card g (univ : Finset (Fin W))
+  have h : ∑ m ∈ (univ : Finset (Fin W)).powerset, g m.card
+      = ∑ m ∈ range ((univ : Finset (Fin W)).card + 1),
+        ((univ : Finset (Fin W)).card.choose m) • g m := sum_powerset_apply_card g
   simpa [nsmul_eq_mul] using h
 
```
